# First-order spin–orbit splitting in a one-electron ion: the 3p level and the levels with n = l + 1

Throughout, \(P(r)=rR(r)\), where \(R\) is the radial part of the wavefunction of one electron in the field of a point charge \(Z\), in atomic units. \(P\) is left unnormalised, so the mean of \(r^{-3}\) is the quotient \(\langle r^{-3}\rangle=\int_0^\infty P^2r^{-3}\,dr\big/\int_0^\infty P^2\,dr\).

```lean
import Mathlib

open MeasureTheory Set

namespace HydrogenicFineStructure

noncomputable section

/-- The radial function `r^(l+1) exp(-Zr/n)` with `n = l + 1`, not normalised. -/
def circularOrbital (Z : ℝ) (l : ℕ) (r : ℝ) : ℝ :=
  r ^ (l + 1) * Real.exp (-(Z / ((l : ℝ) + 1) * r))

/-- The 3p radial function `r² (1 - Zr/6) exp(-Zr/3)`, not normalised. -/
def threeP (Z r : ℝ) : ℝ := r ^ 2 * (1 - Z * r / 6) * Real.exp (-(Z / 3 * r))

/-- The radial Hamiltonian of an electron in the field of a charge `Z`, in atomic units,
acting on a twice differentiable `P` at a radius `r ≠ 0`. -/
def radialHamiltonian (Z : ℝ) (l : ℕ) (P : ℝ → ℝ) (r : ℝ) : ℝ :=
  -(1 / 2) * deriv (deriv P) r + ((l : ℝ) * (l + 1) / (2 * r ^ 2) - Z / r) * P r

/-- The normalised mean of `r⁻³` in the radial function `P`, for nonzero square-integrable `P`
with `P²/r³` integrable. -/
def inverseCubeMean (P : ℝ → ℝ) : ℝ :=
  (∫ r in Ioi (0 : ℝ), P r ^ 2 / r ^ 3) / ∫ r in Ioi (0 : ℝ), P r ^ 2

/-- The first-order spin-orbit shift, in hartree, of the level `j` of one electron with orbital
angular momentum `l` and radial function `P` in the field of a point charge `Z`. -/
def spinOrbitShift (α Z : ℝ) (l : ℕ) (P : ℝ → ℝ) (j : ℝ) : ℝ :=
  α ^ 2 * Z / 2 * inverseCubeMean P * ((j * (j + 1) - (l : ℝ) * (l + 1) - 3 / 4) / 2)

/-- The spin-orbit splitting between `j = l + 1/2` and `j = l - 1/2`, for `l ≥ 1`. -/
def fineSplitting (α Z : ℝ) (l : ℕ) (P : ℝ → ℝ) : ℝ :=
  spinOrbitShift α Z l P (l + 1 / 2) - spinOrbitShift α Z l P (l - 1 / 2)

/-- The derivative of a function times a decaying exponential. -/
lemma hasDerivAt_mul_exp {q : ℝ → ℝ} {q' x : ℝ} (b : ℝ) (h : HasDerivAt q q' x) :
    HasDerivAt (fun r => q r * Real.exp (-(b * r)))
      ((q' - b * q x) * Real.exp (-(b * x))) x := by
  have he : HasDerivAt (fun r => Real.exp (-(b * r))) (Real.exp (-(b * x)) * (-(b * 1))) x :=
    (((hasDerivAt_id' x).const_mul b).fun_neg).exp
  exact (h.fun_mul he).congr_deriv (by ring)

/-- The function with `n = l + 1` solves the radial equation with energy `-Z²/(2n²)`. -/
theorem circular_radial_equation (Z : ℝ) (l : ℕ) {r : ℝ} (hr : r ≠ 0) :
    radialHamiltonian Z l (circularOrbital Z l) r
      = -(Z ^ 2 / (2 * ((l : ℝ) + 1) ^ 2)) * circularOrbital Z l r := by
  have hn : (l : ℝ) + 1 ≠ 0 := by positivity
  have hl : (l : ℝ) * r ^ (l - 1) = l * r ^ l / r := by
    rcases l with _ | k
    · simp
    · rw [eq_div_iff hr, Nat.add_sub_cancel]
      ring
  have h1 : deriv (circularOrbital Z l) = fun x =>
      (((l : ℝ) + 1) * x ^ l - Z / ((l : ℝ) + 1) * x ^ (l + 1))
        * Real.exp (-(Z / ((l : ℝ) + 1) * x)) := by
    funext x
    exact ((hasDerivAt_mul_exp (Z / ((l : ℝ) + 1)) (hasDerivAt_pow (l + 1) x)).congr_deriv
      (by simp)).deriv
  have h2 := ((hasDerivAt_pow l r).const_mul ((l : ℝ) + 1)).fun_sub
    ((hasDerivAt_pow (l + 1) r).const_mul (Z / ((l : ℝ) + 1)))
  unfold radialHamiltonian
  rw [h1, (hasDerivAt_mul_exp (Z / ((l : ℝ) + 1)) h2).deriv, hl]
  simp only [circularOrbital, Nat.add_sub_cancel, Nat.cast_add, Nat.cast_one, pow_succ r l]
  generalize Real.exp _ = E
  generalize r ^ l = R
  field_simp
  ring

/-- The 3p function solves the radial equation for `l = 1` with energy `-Z²/18`. -/
theorem threeP_radial_equation (Z : ℝ) {r : ℝ} (hr : r ≠ 0) :
    radialHamiltonian Z 1 (threeP Z) r = -(Z ^ 2 / 18) * threeP Z r := by
  have hs : ∀ x : ℝ, HasDerivAt (fun y : ℝ => y ^ 2) (2 * x) x := fun x => by
    simpa using hasDerivAt_pow 2 x
  have hq : ∀ x : ℝ, HasDerivAt (fun y : ℝ => y ^ 2 * (1 - Z * y / 6))
      (2 * x - Z * x ^ 2 / 2) x := fun x =>
    ((hs x).fun_mul ((((hasDerivAt_id' x).const_mul Z).div_const 6).const_sub 1)).congr_deriv
      (by ring)
  have h1 : deriv (threeP Z) = fun x =>
      (2 * x - Z * x ^ 2 / 2 - Z / 3 * (x ^ 2 * (1 - Z * x / 6)))
        * Real.exp (-(Z / 3 * x)) := by
    funext x
    exact (hasDerivAt_mul_exp (Z / 3) (hq x)).deriv
  have h2 := (((hasDerivAt_id' r).const_mul 2).fun_sub
    (((hs r).const_mul Z).div_const 2)).fun_sub ((hq r).const_mul (Z / 3))
  unfold radialHamiltonian
  rw [h1, (hasDerivAt_mul_exp (Z / 3) h2).deriv]
  simp only [threeP, Nat.cast_one]
  generalize Real.exp _ = E
  field_simp
  ring

/-- The radial moment `∫ r^k exp(-br) dr = k!/b^(k+1)` over the half-line. -/
lemma integral_pow_exp (k : ℕ) {b : ℝ} (hb : 0 < b) :
    ∫ r in Ioi (0 : ℝ), r ^ k * Real.exp (-(b * r)) = (k.factorial : ℝ) / b ^ (k + 1) := by
  have h := Real.integral_rpow_mul_exp_neg_mul_Ioi (a := (k : ℝ) + 1) (r := b)
    (by positivity) hb
  have e : (k : ℝ) + 1 = ((k + 1 : ℕ) : ℝ) := (Nat.cast_succ k).symm
  have hp : (1 / b) ^ ((k : ℝ) + 1) = 1 / b ^ (k + 1) := by
    rw [e, Real.rpow_natCast, one_div_pow]
  rw [Real.Gamma_nat_eq_factorial, hp] at h
  simp only [add_sub_cancel_right, Real.rpow_natCast] at h
  rw [h]
  ring

/-- A power times a decaying exponential is integrable on the half-line. -/
lemma integrable_pow_exp (k : ℕ) {b : ℝ} (hb : 0 < b) :
    IntegrableOn (fun r : ℝ => r ^ k * Real.exp (-(b * r))) (Ioi 0) := by
  by_contra h
  have h0 := integral_pow_exp k hb
  rw [integral_undef h] at h0
  have : 0 < (k.factorial : ℝ) / b ^ (k + 1) := by positivity
  linarith

lemma exp_sq (b r : ℝ) : Real.exp (-(b * r)) ^ 2 = Real.exp (-(2 * b * r)) := by
  rw [sq, ← Real.exp_add]
  congr 1
  ring

/-- For `n = l + 1` and `l ≥ 1`, `P²/r³` is integrable and the normalised mean of `r⁻³` is
`Z³/(n³ l (l+1/2) (l+1))`. -/
theorem circular_inverseCubeMean {Z : ℝ} (hZ : 0 < Z) {l : ℕ} (hl : 1 ≤ l) :
    IntegrableOn (fun r => circularOrbital Z l r ^ 2 / r ^ 3) (Ioi 0) ∧
    inverseCubeMean (circularOrbital Z l)
      = Z ^ 3 / (((l : ℝ) + 1) ^ 3 * l * (l + 1 / 2) * (l + 1)) := by
  obtain ⟨m, rfl⟩ : ∃ m, l = m + 1 := ⟨l - 1, by omega⟩
  have hb : 0 < 2 * (Z / (((m + 1 : ℕ) : ℝ) + 1)) := by positivity
  have hN : ∀ r, circularOrbital Z (m + 1) r ^ 2
      = r ^ (2 * m + 4) * Real.exp (-(2 * (Z / (((m + 1 : ℕ) : ℝ) + 1)) * r)) := fun r => by
    unfold circularOrbital
    rw [mul_pow, exp_sq]
    ring
  have hC : EqOn (fun r => r ^ (2 * m + 1)
      * Real.exp (-(2 * (Z / (((m + 1 : ℕ) : ℝ) + 1)) * r)))
      (fun r => circularOrbital Z (m + 1) r ^ 2 / r ^ 3) (Ioi 0) := fun r hr => by
    have h0 : r ≠ 0 := (mem_Ioi.mp hr).ne'
    simp only [hN]
    rw [eq_div_iff (pow_ne_zero 3 h0)]
    ring
  refine ⟨(integrable_pow_exp _ hb).congr_fun hC measurableSet_Ioi, ?_⟩
  have hI := (setIntegral_congr_fun (μ := volume) measurableSet_Ioi hC).symm.trans
    (integral_pow_exp _ hb)
  have hJ : ∫ r in Ioi (0 : ℝ), circularOrbital Z (m + 1) r ^ 2
      = ((2 * m + 4).factorial : ℝ)
        / (2 * (Z / (((m + 1 : ℕ) : ℝ) + 1))) ^ (2 * m + 4 + 1) := by
    simp only [hN]
    exact integral_pow_exp _ hb
  have hf : ((2 * m + 4).factorial : ℝ)
      = ((2 * m + 4) * (2 * m + 3) * (2 * m + 2)) * ((2 * m + 1).factorial : ℝ) := by
    have h : (2 * m + 4).factorial
        = (2 * m + 4) * ((2 * m + 3) * ((2 * m + 2) * (2 * m + 1).factorial)) := rfl
    rw [h]
    push_cast
    ring
  -- the ratio of the two moments leaves the cube of the decay constant
  have ratio : ∀ (F B c : ℝ) (k : ℕ), F ≠ 0 → B ≠ 0 → c ≠ 0 →
      F / B ^ k / (c * F / B ^ (k + 3)) = B ^ 3 / c := fun F B c k hF hB hc => by
    rw [pow_add]
    field_simp
  unfold inverseCubeMean
  rw [hI, hJ, hf, show 2 * m + 4 + 1 = (2 * m + 1 + 1) + 3 by omega,
    ratio _ _ _ _ (by positivity) hb.ne' (by positivity), mul_pow, div_pow, ← mul_div_assoc,
    div_div, div_eq_div_iff (by positivity) (by positivity)]
  push_cast
  ring

/-- Integrability and integral of a three-term polynomial times a decaying exponential. -/
lemma three_moments (a c d : ℝ) (k : ℕ) {b : ℝ} (hb : 0 < b) :
    IntegrableOn (fun r : ℝ => a * (r ^ k * Real.exp (-(b * r)))
      + c * (r ^ (k + 1) * Real.exp (-(b * r)))
      + d * (r ^ (k + 2) * Real.exp (-(b * r)))) (Ioi 0) ∧
    ∫ r in Ioi (0 : ℝ), (a * (r ^ k * Real.exp (-(b * r)))
      + c * (r ^ (k + 1) * Real.exp (-(b * r))) + d * (r ^ (k + 2) * Real.exp (-(b * r))))
      = a * (k.factorial / b ^ (k + 1)) + c * ((k + 1).factorial / b ^ (k + 1 + 1))
        + d * ((k + 2).factorial / b ^ (k + 2 + 1)) := by
  have h0 := Integrable.const_mul (integrable_pow_exp k hb) a
  have h1 := Integrable.const_mul (integrable_pow_exp (k + 1) hb) c
  have h2 := Integrable.const_mul (integrable_pow_exp (k + 2) hb) d
  have h01 : Integrable (fun r : ℝ => a * (r ^ k * Real.exp (-(b * r)))
      + c * (r ^ (k + 1) * Real.exp (-(b * r)))) (volume.restrict (Ioi 0)) := h0.add h1
  refine ⟨h01.add h2, ?_⟩
  rw [integral_add h01 h2, integral_add h0 h1, integral_const_mul, integral_const_mul,
    integral_const_mul, integral_pow_exp _ hb, integral_pow_exp _ hb, integral_pow_exp _ hb]

/-- For the 3p function `P²/r³` is integrable and the normalised mean of `r⁻³` is `Z³/81`. -/
theorem threeP_inverseCubeMean {Z : ℝ} (hZ : 0 < Z) :
    IntegrableOn (fun r => threeP Z r ^ 2 / r ^ 3) (Ioi 0) ∧
    inverseCubeMean (threeP Z) = Z ^ 3 / 81 := by
  have hb : 0 < 2 * (Z / 3) := by positivity
  have hN : ∀ r, threeP Z r ^ 2 = 1 * (r ^ 4 * Real.exp (-(2 * (Z / 3) * r)))
      + (-(Z / 3)) * (r ^ (4 + 1) * Real.exp (-(2 * (Z / 3) * r)))
      + Z ^ 2 / 36 * (r ^ (4 + 2) * Real.exp (-(2 * (Z / 3) * r))) := fun r => by
    unfold threeP
    rw [mul_pow, exp_sq]
    ring
  have hC : EqOn (fun r => 1 * (r ^ 1 * Real.exp (-(2 * (Z / 3) * r)))
      + (-(Z / 3)) * (r ^ (1 + 1) * Real.exp (-(2 * (Z / 3) * r)))
      + Z ^ 2 / 36 * (r ^ (1 + 2) * Real.exp (-(2 * (Z / 3) * r))))
      (fun r => threeP Z r ^ 2 / r ^ 3) (Ioi 0) := fun r hr => by
    have h0 : r ≠ 0 := (mem_Ioi.mp hr).ne'
    simp only [hN]
    rw [eq_div_iff (pow_ne_zero 3 h0)]
    ring
  obtain ⟨hi, hv⟩ := three_moments 1 (-(Z / 3)) (Z ^ 2 / 36) 1 hb
  refine ⟨hi.congr_fun hC measurableSet_Ioi, ?_⟩
  have hI : ∫ r in Ioi (0 : ℝ), threeP Z r ^ 2 / r ^ 3 = 27 / (32 * Z ^ 2) := by
    refine ((setIntegral_congr_fun measurableSet_Ioi hC).symm.trans hv).trans ?_
    norm_num [Nat.factorial]
    field_simp
    ring
  have hJ : ∫ r in Ioi (0 : ℝ), threeP Z r ^ 2 = 2187 / (32 * Z ^ 5) := by
    simp only [hN]
    refine (three_moments 1 (-(Z / 3)) (Z ^ 2 / 36) 4 hb).2.trans ?_
    norm_num [Nat.factorial]
    field_simp
    ring
  unfold inverseCubeMean
  rw [hI, hJ, div_div_div_eq, div_eq_div_iff (by positivity) (by norm_num)]
  ring

/-- The splitting is `(α²Z/2)(l + 1/2)` times the mean of `r⁻³`. -/
theorem fineSplitting_eq (α Z : ℝ) (l : ℕ) (P : ℝ → ℝ) :
    fineSplitting α Z l P = α ^ 2 * Z / 2 * (l + 1 / 2) * inverseCubeMean P := by
  unfold fineSplitting spinOrbitShift
  ring

/-- For `n = l + 1` and `l ≥ 1`, the splitting times `2 l (l+1)⁴` equals `α²Z⁴`. -/
theorem circular_splitting (α : ℝ) {Z : ℝ} (hZ : 0 < Z) {l : ℕ} (hl : 1 ≤ l) :
    2 * (l : ℝ) * (l + 1) ^ 4 * fineSplitting α Z l (circularOrbital Z l)
      = α ^ 2 * Z ^ 4 := by
  have hl0 : (0 : ℝ) < l := Nat.cast_pos.mpr hl
  have hD : ((l : ℝ) + 1) ^ 3 * l * (l + 1 / 2) * (l + 1) ≠ 0 := by positivity
  have hm := (eq_div_iff hD).mp (circular_inverseCubeMean hZ hl).2
  rw [fineSplitting_eq]
  linear_combination α ^ 2 * Z * hm

/-- The 3p spin-orbit splitting is `α²Z⁴/108` hartree. -/
theorem threeP_splitting (α : ℝ) {Z : ℝ} (hZ : 0 < Z) :
    fineSplitting α Z 1 (threeP Z) = α ^ 2 * Z ^ 4 / 108 := by
  rw [fineSplitting_eq, (threeP_inverseCubeMean hZ).2, Nat.cast_one]
  ring

/-- At `Z = 11`, with `α = 1/137.036` and 219474.6 cm⁻¹ per hartree, the 3p splitting lies
between 1500 and 1600 cm⁻¹. -/
theorem threeP_splitting_eleven :
    1500 < 219474.6 * fineSplitting (1 / 137.036) 11 1 (threeP 11) ∧
    219474.6 * fineSplitting (1 / 137.036) 11 1 (threeP 11) < 1600 := by
  rw [threeP_splitting _ (by norm_num)]
  constructor <;> norm_num

end

end HydrogenicFineStructure
```

```lean
#print axioms HydrogenicFineStructure.threeP_radial_equation
-- 'HydrogenicFineStructure.threeP_radial_equation' depends on axioms: [propext, Classical.choice, Quot.sound]
#print axioms HydrogenicFineStructure.circular_splitting
-- 'HydrogenicFineStructure.circular_splitting' depends on axioms: [propext, Classical.choice, Quot.sound]
#print axioms HydrogenicFineStructure.threeP_splitting
-- 'HydrogenicFineStructure.threeP_splitting' depends on axioms: [propext, Classical.choice, Quot.sound]
#print axioms HydrogenicFineStructure.threeP_splitting_eleven
-- 'HydrogenicFineStructure.threeP_splitting_eleven' depends on axioms: [propext, Classical.choice, Quot.sound]
```

## The orbitals and the spin–orbit operator

`circularOrbital` is \(r^{l+1}e^{-Zr/n}\) with \(n=l+1\), where \(n\) is the principal and \(l\) the orbital quantum number, and `threeP` is the 3p function. In Lean, \(Z\) is real, \(l\) is a natural number, and `Ioi 0` is the half-line of radii. The two radial-equation theorems show that these functions satisfy the hydrogenic equation with energy \(-Z^2/(2n^2)\) at every \(r\neq0\).

For \(Z>0\), the two mean-value theorems state that \(P^2/r^3\) is integrable and that

\[
\langle r^{-3}\rangle=\frac{Z^3}{n^3\,l(l+\frac12)(l+1)}\quad(n=l+1,\ l\ge1),\qquad
\langle r^{-3}\rangle_{3p}=\frac{Z^3}{81}.
\]

The condition \(l\ge1\) is needed for the mean to exist: for \(l=0\) the integrand behaves as \(1/r\) near the nucleus and the integral diverges. An s level has only \(j=\frac12\), so it has no spin–orbit splitting.

`spinOrbitShift` postulates the first-order energy of \(\frac{\alpha^2}{2}\frac1r\frac{dV}{dr}\,\mathbf L\cdot\mathbf S\) with \(V=-Z/r\), where \(\alpha\) is the fine-structure constant. This is the coupling of the electron's spin to its orbital motion, with \(g=2\) and Thomas precession included. Neither the operator nor perturbation theory is derived here.

For the levels treated here, the results give the \(Z^4\) growth of the first-order spin–orbit splitting of a single electron, with a non-relativistic orbital, in the field of a bare point nucleus. At \(Z=11\) the system is therefore Na\(^{10+}\), not neutral sodium, whose core electrons screen the 3p electron and greatly reduce the splitting.

## From the radial equation to the splitting

Put \(\kappa=Z/n\). For \(n=l+1\), differentiating twice gives

\[
P''=\left[n l\,r^{l-1}-2\kappa n\,r^l+\kappa^2r^{l+1}\right]e^{-\kappa r}
=\left[\frac{l(l+1)}{r^2}-\frac{2Z}{r}+\frac{Z^2}{n^2}\right]P,
\]

which is the radial equation. For 3p, write \(P=q\,e^{-Zr/3}\) with \(q=r^2-Zr^3/6\). Then

\[
q''-\tfrac{2Z}{3}q'=2-\tfrac{7}{3}Zr+\tfrac13Z^2r^2=\left(\frac{2}{r^2}-\frac{2Z}{r}\right)q,
\]

and the remaining term \(Z^2q/9\) gives the energy \(-Z^2/18\). In Lean, `hasDerivAt_mul_exp` supplies each derivative, and `field_simp` and `ring` compare the coefficients.

The means rest on \(\int_0^\infty r^ke^{-br}dr=k!/b^{k+1}\) for \(b>0\), which `integral_pow_exp` takes from Mathlib's Gamma integral. Lean gives a non-integrable function the integral zero, so this positive value also proves integrability. For \(n=l+1\) and \(l\ge1\), with \(b=2Z/n\),

\[
\langle r^{-3}\rangle=\frac{(2l-1)!/b^{2l}}{(2l+2)!/b^{2l+3}}
=\frac{b^3}{(2l+2)(2l+1)(2l)}=\frac{Z^3}{n^3\,l(l+\frac12)(l+1)}.
\]

The proof sets \(l=m+1\), which turns \(2l-1\) into \(2m+1\), and its step `ratio` cancels the common factorial and powers.

For 3p, \(b=2Z/3\) and \(P^2=(r^4-\frac Z3r^5+\frac{Z^2}{36}r^6)e^{-br}\). `three_moments` integrates term by term:

\[
\int_0^\infty\frac{P^2}{r^3}dr=\frac{1}{b^2}-\frac{2Z}{3b^3}+\frac{Z^2}{6b^4}=\frac{27}{32Z^2},
\]
\[
\int_0^\infty P^2dr=\frac{24}{b^5}-\frac{40Z}{b^6}+\frac{20Z^2}{b^7}=\frac{2187}{32Z^5}.
\]

Their quotient is \(Z^3/81\).

The factor \([j(j+1)-l(l+1)-\frac34]/2\) is the value of \(\mathbf L\cdot\mathbf S\) for spin \(\frac12\) and total angular momentum \(j\). It equals \(l/2\) for \(j=l+\frac12\) and \(-(l+1)/2\) for \(j=l-\frac12\). For \(l\ge1\) both levels exist and the difference is \(l+\frac12\), so `fineSplitting_eq` gives their splitting \(\Delta E\) as

\[
\Delta E=\frac{\alpha^2Z}{2}\left(l+\tfrac12\right)\langle r^{-3}\rangle .
\]

Inserting the means gives \(2l(l+1)^4\Delta E=\alpha^2Z^4\) for \(n=l+1\), \(l\ge1\), and \(\Delta E=\alpha^2Z^4/108\) for 3p. With \(Z=11\), \(\alpha=1/137.036\) and 219474.6 cm⁻¹ per hartree, the latter is about 1584 cm⁻¹; `norm_num` verifies the bounds 1500 and 1600.

## A general central potential

The shift could also have been defined for any central potential \(V\), with \(\frac{\alpha^2}{2}\langle r^{-1}\,dV/dr\rangle\) in place of \(\frac{\alpha^2Z}{2}\langle r^{-3}\rangle\). That definition would accommodate a screened valence electron, and the factor \(l+\frac12\) would survive. The closed forms in \(Z\) would not follow in general, since both the orbital and the mean would depend on \(V\).
